# Fourier sums with coefficients of order 1/k converge wherever their Fejér sums do

When a one-dimensional periodic potential with sharp steps is rebuilt from its plane-wave coefficients, the sum can be damped by a triangular factor to suppress the oscillations near the steps. Taking the damping away again generally changes the value at a finite cutoff. It leaves the infinite-cutoff limit unchanged if the damped sums converge and the coefficients $c_k$ satisfy $|k||c_k|\le C$ with a fixed constant $C$. This bound expresses the decay produced by finite jumps: for a $2\pi$-periodic function of total variation $V$ per period, integration by parts gives $C=V/2\pi$.

The damped sums are averages of the undamped ones, so the question is when convergence of averages implies convergence of the sequence itself. Hardy's Tauberian theorem answers it for terms of order $1/n$.

## Partial sums and their averages

The terms $a_n$ lie in a real normed space `E`, of which the complex numbers are an instance. Completeness is not required, because the limit $s$ is given.

```lean
import Mathlib

open Finset Filter Topology

namespace HardyTauberian

noncomputable section

variable {E : Type*} [NormedAddCommGroup E] [NormedSpace ℝ E]
```

The partial sum of order $n$ is $S_n=a_0+\dots+a_n$.

```lean
/-- The partial sum `a 0 + ... + a n` of a series. -/
def partialSum (a : ℕ → E) (n : ℕ) : E := ∑ k ∈ range (n + 1), a k
```

The Cesàro mean of order $n$ averages $n+1$ partial sums,
$$\sigma_n=\frac{1}{n+1}\sum_{k=0}^{n}S_k .$$

```lean
/-- The Cesàro mean of order `n`: the average of the partial sums of orders `0, ..., n`. -/
def cesaroMean (a : ℕ → E) (n : ℕ) : E :=
  ((n : ℝ) + 1)⁻¹ • ∑ k ∈ range (n + 1), partialSum a k
```

## Slow drift over a block

Suppose $n\|a_n\|\le C$ for all $n$. The case $n=0$ only says $C\ge 0$. Each term after order $n$ has norm at most $C/(n+1)$, so $i$ further terms give
$$\|S_{n+i}-S_n\|\le \frac{iC}{n+1}.$$
The Lean proof adds these terms one at a time, by induction on $i$.

```lean
omit [NormedSpace ℝ E] in
/-- If `n ‖a n‖ ≤ C` for all `n`, then adding `i` further terms after order `n` moves the
partial sum by at most `i C / (n + 1)`. -/
theorem norm_partialSum_add_sub_le {a : ℕ → E} {C : ℝ}
    (hC : ∀ n : ℕ, (n : ℝ) * ‖a n‖ ≤ C) (n i : ℕ) :
    ‖partialSum a (n + i) - partialSum a n‖ ≤ (i : ℝ) * (C / ((n : ℝ) + 1)) := by
  induction i with
  | zero => simp
  | succ i ih =>
    have e : partialSum a (n + (i + 1)) = partialSum a (n + i) + a (n + i + 1) :=
      sum_range_succ _ _
    have hb : ‖a (n + i + 1)‖ ≤ C / ((n : ℝ) + 1) := by
      rw [le_div_iff₀ (by positivity)]
      have h := hC (n + i + 1)
      push_cast at h
      have h' : 0 ≤ (i : ℝ) * ‖a (n + i + 1)‖ := by positivity
      linarith
    rw [e, add_sub_right_comm]
    refine (norm_add_le _ _).trans ?_
    push_cast
    linarith
```

Some decay is needed: for $a_n=(-1)^n$ the means tend to $1/2$ while $S_n$ alternates between 1 and 0, so bounded terms alone do not suffice.

## One partial sum from two averages

Subtracting the sums behind two Cesàro means leaves a block of $h$ partial sums:
$$(n+h+1)\sigma_{n+h}-(n+1)\sigma_n=\sum_{i=0}^{h-1}S_{n+i+1}=hS_n+\sum_{i=0}^{h-1}(S_{n+i+1}-S_n).$$
Subtracting $hs=(n+h+1)s-(n+1)s$ and rearranging gives
$$h(S_n-s)=(n+h+1)(\sigma_{n+h}-s)-(n+1)(\sigma_n-s)-\sum_{i=0}^{h-1}(S_{n+i+1}-S_n).$$
In Lean this is an induction on $h$: each step admits one more partial sum to the average, and `linear_combination` collects the terms.

```lean
/-- The deviation of a partial sum from `s`, multiplied by a block length `h`, equals a
difference of two weighted Cesàro deviations minus the drift of the partial sums in the block. -/
theorem block_identity (a : ℕ → E) (s : E) (n h : ℕ) :
    (h : ℝ) • (partialSum a n - s) =
      ((n : ℝ) + h + 1) • (cesaroMean a (n + h) - s) - ((n : ℝ) + 1) • (cesaroMean a n - s)
        - ∑ i ∈ range h, (partialSum a (n + (i + 1)) - partialSum a n) := by
  have sm : ∀ m : ℕ, ((m : ℝ) + 1) • cesaroMean a m = ∑ k ∈ range (m + 1), partialSum a k := by
    intro m
    have hm : (m : ℝ) + 1 ≠ 0 := by positivity
    exact smul_inv_smul₀ hm _
  induction h with
  | zero => simp
  | succ h ih =>
    -- one more partial sum enters the average
    have e1 := sm (n + (h + 1))
    have e2 := sm (n + h)
    have e3 : ∑ k ∈ range (n + (h + 1) + 1), partialSum a k
        = ∑ k ∈ range (n + h + 1), partialSum a k + partialSum a (n + (h + 1)) :=
      sum_range_succ _ _
    rw [e3, ← e2] at e1
    rw [sum_range_succ]
    push_cast at e1 ⊢
    linear_combination (norm := module) ih - e1
```

## An explicit error bound

Let $\|\sigma_m-s\|\le\varepsilon$ for all $m\ge n$. Taking norms in the identity, and bounding each of the $h$ drifts by $hC/(n+1)$, gives after division by $h$
$$\|S_n-s\|\le\Big(\frac{2(n+1)}{h}+1\Big)\varepsilon+\frac{hC}{n+1}.$$
A long block reduces the first term and a short one the second. For an integer $q$ with $1\le q\le n+1$, take $h=\lfloor (n+1)/q\rfloor+1$. Then $n+1\le qh\le n+1+q\le 2(n+1)$, and therefore
$$\|S_n-s\|\le(2q+1)\varepsilon+\frac{2C}{q}.$$
The facts `hA`, `hB` and `hs` bound the three parts of the identity, and `hD` turns the drift into $2C/q$.

```lean
/-- Error bound: if `n ‖a n‖ ≤ C` for all `n` and all Cesàro means from order `n` on are within
`ε` of `s`, then the partial sum of order `n` is within `(2q + 1) ε + 2C/q` of `s`, for every
integer `q` from `1` to `n + 1`. -/
theorem partialSum_error {a : ℕ → E} {s : E} {C ε : ℝ}
    (hC : ∀ n : ℕ, (n : ℝ) * ‖a n‖ ≤ C) {n q : ℕ} (hq : 1 ≤ q) (hqn : q ≤ n + 1)
    (hσ : ∀ m ≥ n, ‖cesaroMean a m - s‖ ≤ ε) :
    ‖partialSum a n - s‖ ≤ (2 * q + 1) * ε + 2 * C / q := by
  have hC0 : 0 ≤ C := by simpa using hC 0
  have hε : 0 ≤ ε := (norm_nonneg _).trans (hσ n le_rfl)
  -- a block length close to (n + 1) / q
  obtain ⟨h, hpos, h1, h2⟩ : ∃ h : ℕ, 0 < h ∧ n + 1 ≤ q * h ∧ q * h ≤ 2 * (n + 1) := by
    have d1 := Nat.div_add_mod (n + 1) q
    have d2 := Nat.mod_lt (n + 1) (show q > 0 from hq)
    have d3 := Nat.mul_div_le (n + 1) q
    refine ⟨(n + 1) / q + 1, Nat.succ_pos _, ?_, ?_⟩
    · rw [mul_add, mul_one]; linarith
    · rw [mul_add, mul_one]; linarith
  have hh : (0 : ℝ) < h := by exact_mod_cast hpos
  have hq' : (0 : ℝ) < q := by exact_mod_cast hq
  have h1' : (n : ℝ) + 1 ≤ q * h := by exact_mod_cast h1
  have h2' : (q : ℝ) * h ≤ 2 * ((n : ℝ) + 1) := by exact_mod_cast h2
  have hs : ‖∑ i ∈ range h, (partialSum a (n + (i + 1)) - partialSum a n)‖
      ≤ ∑ _i ∈ range h, (h : ℝ) * (C / ((n : ℝ) + 1)) := by
    refine norm_sum_le_of_le _ fun i hi => (norm_partialSum_add_sub_le hC n (i + 1)).trans ?_
    exact mul_le_mul_of_nonneg_right
      (Nat.cast_le.mpr (Nat.succ_le_of_lt (mem_range.mp hi))) (by positivity)
  rw [sum_const, card_range, nsmul_eq_mul] at hs
  have hA : ‖((n : ℝ) + h + 1) • (cesaroMean a (n + h) - s)‖ ≤ ((n : ℝ) + h + 1) * ε := by
    rw [norm_smul, Real.norm_of_nonneg (by positivity)]
    exact mul_le_mul_of_nonneg_left (hσ _ (Nat.le_add_right n h)) (by positivity)
  have hB : ‖((n : ℝ) + 1) • (cesaroMean a n - s)‖ ≤ ((n : ℝ) + 1) * ε := by
    rw [norm_smul, Real.norm_of_nonneg (by positivity)]
    exact mul_le_mul_of_nonneg_left (hσ n le_rfl) (by positivity)
  have hD : (h : ℝ) * (C / ((n : ℝ) + 1)) ≤ 2 * C / q := by
    rw [← mul_div_assoc, div_le_div_iff₀ (by positivity) hq']
    linarith [mul_le_mul_of_nonneg_left h2' hC0]
  have hL : (h : ℝ) * ‖partialSum a n - s‖ = ‖(h : ℝ) • (partialSum a n - s)‖ := by
    rw [norm_smul, Real.norm_of_nonneg hh.le]
  refine le_of_mul_le_mul_left ?_ hh
  rw [hL, block_identity]
  refine (norm_sub_le _ _).trans ?_
  have t := norm_sub_le (((n : ℝ) + h + 1) • (cesaroMean a (n + h) - s))
    (((n : ℝ) + 1) • (cesaroMean a n - s))
  linarith [mul_le_mul_of_nonneg_left hD hh.le, mul_le_mul_of_nonneg_right h1' hε]
```

At the smallest order, $n=0$, only $q=1$ is allowed and the bound reads $\|a_0-s\|\le 3\varepsilon+2C$. It is far from sharp there, since $\sigma_0=a_0$ already lies within $\varepsilon$ of $s$.

## Convergence, uniform and single

Now let the series depend on a parameter $x$ in a set $D$, with one $C$ for all $x\in D$ and with Cesàro means converging uniformly to $f(x)$. Given $\eta>0$, choose $q$ so large that $2C/q<\eta/2$. Then choose $N$ so that the Cesàro errors from order $N$ on are below $\eta/(2(2q+1))$ throughout $D$. For $n\ge\max(N,q)$ the error bound gives $\|S_n(x)-f(x)\|<\eta$. In Lean, $q$ is `p + 1`, and `TendstoUniformlyOn` with `atTop` denotes uniform convergence as the order grows.

```lean
/-- For a family of series with a common bound `n ‖a x n‖ ≤ C` on a set `D`, uniform convergence
of the Cesàro means on `D` implies uniform convergence of the partial sums to the same limit. -/
theorem hardy_tauberian_uniform {X : Type*} {a : X → ℕ → E} {f : X → E} {D : Set X} {C : ℝ}
    (hC : ∀ x ∈ D, ∀ n : ℕ, (n : ℝ) * ‖a x n‖ ≤ C)
    (h : TendstoUniformlyOn (fun n x => cesaroMean (a x) n) f atTop D) :
    TendstoUniformlyOn (fun n x => partialSum (a x) n) f atTop D := by
  rw [Metric.tendstoUniformlyOn_iff] at h ⊢
  intro η hη
  -- first q large, then the Cesàro error small
  obtain ⟨p, hp⟩ := exists_nat_gt (4 * C / η)
  rw [div_lt_iff₀ hη] at hp
  have hq : 2 * C / ((p + 1 : ℕ) : ℝ) < η / 2 := by
    rw [div_lt_iff₀ (by positivity)]
    push_cast
    linarith
  have hw : (0 : ℝ) < 2 * ((p + 1 : ℕ) : ℝ) + 1 := by positivity
  obtain ⟨N, hN⟩ := eventually_atTop.mp
    (h (η / 2 / (2 * ((p + 1 : ℕ) : ℝ) + 1)) (by positivity))
  filter_upwards [eventually_ge_atTop (max N (p + 1))] with n hn x hx
  have hn1 : N ≤ n := (le_max_left _ _).trans hn
  have hn2 : p + 1 ≤ n := (le_max_right _ _).trans hn
  have b := partialSum_error (s := f x) (hC x hx) (Nat.succ_pos p) (hn2.trans (Nat.le_succ n))
    (fun m hm => by
      have t := hN m (hn1.trans hm) x hx
      rw [dist_comm, dist_eq_norm] at t
      exact t.le)
  rw [mul_div_cancel₀ _ hw.ne'] at b
  rw [dist_comm, dist_eq_norm]
  linarith
```

Hardy's theorem for one series is the case of a parameter set with one element.

```lean
/-- Hardy's Tauberian theorem: if `n ‖a n‖ ≤ C` for all `n` and the Cesàro means of the partial
sums converge to `s`, then the partial sums converge to `s`. -/
theorem hardy_tauberian {a : ℕ → E} {s : E} {C : ℝ} (hC : ∀ n : ℕ, (n : ℝ) * ‖a n‖ ≤ C)
    (h : Tendsto (cesaroMean a) atTop (𝓝 s)) : Tendsto (partialSum a) atTop (𝓝 s) :=
  tendstoUniformlyOn_singleton_iff_tendsto.1
    (hardy_tauberian_uniform (a := fun _ : Unit => a) (f := fun _ => s) (D := {()})
      (fun _ _ => hC) (tendstoUniformlyOn_singleton_iff_tendsto.2 h))
```

## Plane waves and triangular damping

For real $x$ the mode $k$ contributes $c_k e^{ikx}$. The period is $2\pi$; in a cell of length $L$, $x$ stands for $2\pi$ times the position divided by $L$.

```lean
/-- The Fourier mode `c k exp(i k x)`. -/
def mode (c : ℤ → ℂ) (x : ℝ) (k : ℤ) : ℂ := c k * Complex.exp (((k * x : ℝ) : ℂ) * Complex.I)
```

The undamped sum with cutoff $N$ is $F_N(x)=\sum_{|k|\le N}c_k e^{ikx}$.

```lean
/-- The undamped Fourier sum over the modes `|k| ≤ N`. -/
def fourierSum (c : ℤ → ℂ) (N : ℕ) (x : ℝ) : ℂ := ∑ k ∈ Icc (-(N : ℤ)) N, mode c x k
```

The Fejér sum is
$$\Phi_N(x)=\sum_{|k|\le N}\Big(1-\frac{|k|}{N+1}\Big)c_k e^{ikx}.$$

```lean
/-- The Fejér sum, in which the mode `k` is damped by the factor `1 - |k| / (N + 1)`. -/
def fejerSum (c : ℤ → ℂ) (N : ℕ) (x : ℝ) : ℂ :=
  ∑ k ∈ Icc (-(N : ℤ)) N, ((1 - |(k : ℝ)| / ((N : ℝ) + 1) : ℝ) : ℂ) * mode c x k
```

To obtain a series indexed by $n\ge 0$, combine the modes $n$ and $-n$ into a shell: $u_0=c_0$ and $u_n=c_ne^{inx}+c_{-n}e^{-inx}$ for $n\ge1$. The Lean definition does this for any function `g` on the integers.

```lean
/-- The joint contribution of the indices `n` and `-n`, with index `0` counted once. -/
def shell (g : ℤ → ℂ) (n : ℕ) : ℂ := if n = 0 then g 0 else g n + g (-(n : ℤ))
```

Raising the cutoff from $N$ to $N+1$ adds exactly the two modes $\pm(N+1)$, so $F_N=u_0+\dots+u_N$.

```lean
/-- A symmetric sum over `|k| ≤ N` is the partial sum of order `N` of its shells. -/
theorem sum_Icc_eq_partialSum (g : ℤ → ℂ) (N : ℕ) :
    ∑ k ∈ Icc (-(N : ℤ)) N, g k = partialSum (shell g) N := by
  unfold partialSum
  induction N with
  | zero => simp [shell]
  | succ N ih =>
    have e : Icc (-((N + 1 : ℕ) : ℤ)) ((N + 1 : ℕ) : ℤ)
        = insert ((N + 1 : ℕ) : ℤ) (insert (-((N + 1 : ℕ) : ℤ)) (Icc (-(N : ℤ)) N)) := by
      ext k
      simp only [mem_Icc, mem_insert]
      omega
    have n1 : ((N + 1 : ℕ) : ℤ) ∉ insert (-((N + 1 : ℕ) : ℤ)) (Icc (-(N : ℤ)) N) := by
      simp only [mem_Icc, mem_insert]
      omega
    have n2 : -((N + 1 : ℕ) : ℤ) ∉ Icc (-(N : ℤ)) N := by
      simp only [mem_Icc]
      omega
    have sh : shell g (N + 1) = g ((N + 1 : ℕ) : ℤ) + g (-((N + 1 : ℕ) : ℤ)) :=
      if_neg (Nat.succ_ne_zero N)
    rw [e, sum_insert n1, sum_insert n2, ih, sum_range_succ _ (N + 1), sh]
    ring
```

In $S_0+\dots+S_N$ the term $a_n$ occurs $N+1-n$ times. Dividing by $N+1$ gives
$$\sigma_N=\sum_{n=0}^{N}\Big(1-\frac{n}{N+1}\Big)a_n .$$
The auxiliary statement `key` is this count before the division.

```lean
/-- The Cesàro mean of order `N` is the sum of the terms damped by `1 - n / (N + 1)`. -/
theorem cesaroMean_eq_damped (a : ℕ → E) (N : ℕ) :
    cesaroMean a N = ∑ n ∈ range (N + 1), (1 - (n : ℝ) / ((N : ℝ) + 1)) • a n := by
  -- the term n occurs in N + 1 - n of the partial sums
  have key : ∀ M : ℕ, ∑ k ∈ range (M + 1), partialSum a k
      = ∑ n ∈ range (M + 1), ((M : ℝ) + 1 - n) • a n := by
    intro M
    induction M with
    | zero => simp [partialSum]
    | succ M ih =>
      have p : partialSum a (M + 1) = ∑ n ∈ range (M + 1), a n + a (M + 1) :=
        sum_range_succ _ _
      have e : ∑ n ∈ range (M + 1), (((M + 1 : ℕ) : ℝ) + 1 - n) • a n
          = ∑ n ∈ range (M + 1), ((M : ℝ) + 1 - n) • a n + ∑ n ∈ range (M + 1), a n := by
        rw [← sum_add_distrib]
        refine sum_congr rfl fun n _ => ?_
        push_cast
        module
      rw [sum_range_succ, ih, p,
        sum_range_succ (fun n : ℕ => (((M + 1 : ℕ) : ℝ) + 1 - n) • a n), e]
      push_cast
      module
  have hN : (N : ℝ) + 1 ≠ 0 := by positivity
  rw [cesaroMean, key, smul_sum]
  refine sum_congr rfl fun n _ => ?_
  rw [smul_smul]
  congr 1
  field_simp
```

Both modes of a shell carry the same damping factor, so $\Phi_N$ is the Cesàro mean of the shells.

```lean
/-- The Fejér sum is the Cesàro mean of the series of Fourier shells. -/
theorem fejerSum_eq_cesaroMean (c : ℤ → ℂ) (N : ℕ) (x : ℝ) :
    fejerSum c N x = cesaroMean (shell (mode c x)) N := by
  rw [cesaroMean_eq_damped, fejerSum, sum_Icc_eq_partialSum, partialSum]
  refine sum_congr rfl fun n _ => ?_
  unfold shell
  split_ifs with h
  · simp [h]
  · simp only [Int.cast_neg, Int.cast_natCast, abs_neg, Nat.abs_cast, Complex.real_smul]
    ring
```

## Removing the damping

Since $|e^{ikx}|=1$, the shells satisfy
$$n|u_n|\le n|c_n|+n|c_{-n}|\le 2C,$$
with a constant independent of $x$. The uniform theorem then carries the Fejér limit over to the undamped sums on any set $D$.

```lean
/-- If `|k| ‖c k‖ ≤ C` for all `k` and the Fejér sums converge to `f` uniformly on a set `D`,
then the undamped Fourier sums converge to `f` uniformly on `D`. -/
theorem fourierSum_tendstoUniformlyOn {c : ℤ → ℂ} {C : ℝ} {f : ℝ → ℂ} {D : Set ℝ}
    (hc : ∀ k : ℤ, |(k : ℝ)| * ‖c k‖ ≤ C)
    (h : TendstoUniformlyOn (fejerSum c) f atTop D) :
    TendstoUniformlyOn (fourierSum c) f atTop D := by
  have e1 : fejerSum c = fun N x => cesaroMean (shell (mode c x)) N := by
    funext N x
    exact fejerSum_eq_cesaroMean c N x
  have e2 : fourierSum c = fun N x => partialSum (shell (mode c x)) N := by
    funext N x
    exact sum_Icc_eq_partialSum _ N
  rw [e1] at h
  rw [e2]
  refine hardy_tauberian_uniform (C := 2 * C) (fun x _ n => ?_) h
  -- the mode k has modulus ‖c k‖, and a shell holds at most two modes
  have hm : ∀ k, ‖mode c x k‖ = ‖c k‖ := fun k => by
    rw [mode, norm_mul, Complex.norm_exp_ofReal_mul_I, mul_one]
  have hC0 : 0 ≤ C := by simpa using hc 0
  unfold shell
  split_ifs with hn
  · simp [hn, hC0]
  · have b1 := hc n
    have b2 := hc (-(n : ℤ))
    simp only [Int.cast_neg, Int.cast_natCast, abs_neg, Nat.abs_cast] at b1 b2
    have t := norm_add_le (mode c x n) (mode c x (-(n : ℤ)))
    rw [hm, hm] at t
    have t' := mul_le_mul_of_nonneg_left t (Nat.cast_nonneg (α := ℝ) n)
    linarith
```

At a single point, take $D=\{x\}$.

```lean
/-- If `|k| ‖c k‖ ≤ C` for all `k` and the Fejér sums at the point `x` converge to `s`, then the
undamped Fourier sums at `x` converge to `s`. -/
theorem fourierSum_tendsto {c : ℤ → ℂ} {C x : ℝ} {s : ℂ}
    (hc : ∀ k : ℤ, |(k : ℝ)| * ‖c k‖ ≤ C)
    (h : Tendsto (fun N => fejerSum c N x) atTop (𝓝 s)) :
    Tendsto (fun N => fourierSum c N x) atTop (𝓝 s) :=
  tendstoUniformlyOn_singleton_iff_tendsto.1
    (fourierSum_tendstoUniformlyOn (f := fun _ => s) (D := {x}) hc
      (tendstoUniformlyOn_singleton_iff_tendsto.2 h))

end

end HardyTauberian
```

## A square barrier

Consider a one-dimensional periodic potential equal to $V_0>0$ for $|x|<b$ and zero in the rest of the cell $(-\pi,\pi)$, with $0<b<\pi$. Its coefficients are $c_0=V_0b/\pi$ and $c_k=V_0\sin(kb)/(\pi k)$ for $k\neq0$, so $C=V_0/\pi$ serves. Fejér's classical theorem supplies the damped limits: the potential itself away from the edges, and $V_0/2$ at $x=\pm b$. The undamped plane-wave sums therefore have the same limits. Their overshoot near the edges persists at every large cutoff, which is consistent because the Fejér sums do not converge uniformly up to a jump.

The link from a given function to its Fejér limit is the step that the Lean theorems take as a hypothesis; there the $c_k$ are arbitrary numbers obeying the bound.

```lean
#print axioms HardyTauberian.hardy_tauberian
#print axioms HardyTauberian.fourierSum_tendsto
```

```
'HardyTauberian.hardy_tauberian' depends on axioms: [propext, Classical.choice, Quot.sound]
'HardyTauberian.fourierSum_tendsto' depends on axioms: [propext, Classical.choice, Quot.sound]
```
